# For a positive definite n × n matrix, n conjugate-gradient steps from nonzero residuals have step lengths with product 1/det A

A harmonic solid with stiffness matrix \(A\) responds to a force \(b\) with the displacement \(x\) that solves \(Ax=b\). Conjugate gradients finds \(x\), but the classical free energy at a given temperature also needs \(\log\det A\). If nothing links the run to the determinant, that number takes a separate calculation. With two or more coordinates, a single step length does not in general supply it, since it can change with the force. The product over a full run does: if \(A\) is a positive definite \(n\times n\) matrix and the first \(n\) residuals are nonzero, the first \(n\) step lengths multiply to \(1/\det A\).

## The recurrences, for any real matrix

Start from \(r_0=p_0=b-Ax_0\). With \(\rho_j=r_j\cdot r_j\) and the curvature \(d_j=p_j\cdot Ap_j\), set \(a_j=\rho_j/d_j\), \(\beta_j=\rho_{j+1}/\rho_j\) and

\[
x_{j+1}=x_j+a_jp_j,\quad r_{j+1}=r_j-a_jAp_j,\quad p_{j+1}=r_{j+1}+\beta_jp_j .
\]

In Lean a vector is a function `Fin n → ℝ`, `⬝ᵥ` is the scalar product and `*ᵥ` applies a matrix. A `State` holds \(x\), \(r\) and \(p\).

```lean
import Mathlib

open Matrix Finset

namespace ConjugateGradientDeterminant

noncomputable section

/-- The iterate `x`, residual `r` and search direction `p` of conjugate gradients. -/
structure State (n : ℕ) where
  x : Fin n → ℝ
  r : Fin n → ℝ
  p : Fin n → ℝ

variable {n : ℕ}

/-- The step length `r·r / p·Ap`, meaningful when the curvature `p·Ap` is nonzero. -/
def stepLength (A : Matrix (Fin n) (Fin n) ℝ) (s : State n) : ℝ :=
  (s.r ⬝ᵥ s.r) / (s.p ⬝ᵥ A *ᵥ s.p)
```

The function `momentum` is the coefficient \(\beta_j\), not a mechanical momentum.

```lean
/-- The weight `r'·r' / r·r` of the old direction in the new one, for a nonzero old
residual `r`. -/
def momentum (r r' : Fin n → ℝ) : ℝ := (r' ⬝ᵥ r') / (r ⬝ᵥ r)

/-- One conjugate-gradient update, for a state with nonzero residual and curvature. -/
def cgStep (A : Matrix (Fin n) (Fin n) ℝ) (s : State n) : State n :=
  let r' := s.r - stepLength A s • A *ᵥ s.p
  ⟨s.x + stepLength A s • s.p, r', r' + momentum s.r r' • s.p⟩

/-- The conjugate-gradient run for `Ax = b` started at `x₀`. -/
def cg (A : Matrix (Fin n) (Fin n) ℝ) (b x₀ : Fin n → ℝ) : ℕ → State n
  | 0 => ⟨x₀, b - A *ᵥ x₀, b - A *ᵥ x₀⟩
  | k + 1 => cgStep A (cg A b x₀ k)
```

The first \(k\) residuals and directions form the columns of \(R\) and \(P\). Scaling the residuals to unit length gives \(Q=RS\), with \(S=\mathrm{diag}(\rho_j^{-1/2})\).

```lean
/-- The matrix whose columns are the first `k` residuals. -/
def residualMatrix (A : Matrix (Fin n) (Fin n) ℝ) (b x₀ : Fin n → ℝ) (k : ℕ) :
    Matrix (Fin n) (Fin k) ℝ := Matrix.of fun i j => (cg A b x₀ j).r i

/-- The matrix whose columns are the first `k` search directions. -/
def directionMatrix (A : Matrix (Fin n) (Fin n) ℝ) (b x₀ : Fin n → ℝ) (k : ℕ) :
    Matrix (Fin n) (Fin k) ℝ := Matrix.of fun i j => (cg A b x₀ j).p i

/-- The first `k` residuals, assumed nonzero, scaled to unit length. -/
def residualBasis (A : Matrix (Fin n) (Fin n) ℝ) (b x₀ : Fin n → ℝ) (k : ℕ) :
    Matrix (Fin n) (Fin k) ℝ :=
  residualMatrix A b x₀ k *
    diagonal (fun j : Fin k => 1 / √((cg A b x₀ j).r ⬝ᵥ (cg A b x₀ j).r))

/-- The recurrences for the residual and the search direction. -/
theorem cg_succ (A : Matrix (Fin n) (Fin n) ℝ) (b x₀ : Fin n → ℝ) (k : ℕ) :
    (cg A b x₀ (k + 1)).r =
      (cg A b x₀ k).r - stepLength A (cg A b x₀ k) • A *ᵥ (cg A b x₀ k).p ∧
    (cg A b x₀ (k + 1)).p = (cg A b x₀ (k + 1)).r +
      momentum (cg A b x₀ k).r (cg A b x₀ (k + 1)).r • (cg A b x₀ k).p :=
  ⟨rfl, rfl⟩
```

The updated \(r\) is the true unbalanced force, because \(b-Ax_j-a_jAp_j=b-Ax_{j+1}\). Induction on the step gives this in Lean.

```lean
/-- The recursively updated `r` is the true residual `b - Ax` of the current iterate. -/
theorem residual_eq (A : Matrix (Fin n) (Fin n) ℝ) (b x₀ : Fin n → ℝ) (k : ℕ) :
    (cg A b x₀ k).r = b - A *ᵥ (cg A b x₀ k).x := by
  induction k with
  | zero => rfl
  | succ k ih =>
    have hx : (cg A b x₀ (k + 1)).x =
      (cg A b x₀ k).x + stepLength A (cg A b x₀ k) • (cg A b x₀ k).p := rfl
    rw [(cg_succ A b x₀ k).1, ih, hx, Matrix.mulVec_add, Matrix.mulVec_smul, sub_sub]
```

## Positive definiteness: every displacement costs energy

`A.PosDef` says that \(A\) is symmetric and that \(v\cdot Av>0\) for every \(v\neq0\): the equilibrium is stable and has no free translation. Symmetry lets \(A\) move across the scalar product.

```lean
variable {A : Matrix (Fin n) (Fin n) ℝ} {b x₀ : Fin n → ℝ}

/-- A positive definite matrix, being symmetric, can be moved across the scalar product. -/
private theorem form_symm (hA : A.PosDef) (u v : Fin n → ℝ) :
    u ⬝ᵥ A *ᵥ v = v ⬝ᵥ A *ᵥ u := by
  have hT : Aᵀ = A := by
    rw [← Matrix.conjTranspose_eq_transpose_of_trivial]
    exact hA.isHermitian
  rw [Matrix.dotProduct_mulVec, ← Matrix.mulVec_transpose, hT, dotProduct_comm]
```

Positivity keeps the step lengths defined. First, \(p_j\cdot r_j=\rho_j\) by induction: it holds at \(j=0\), and if it holds at \(j\), then

\[
p_j\cdot r_{j+1}=\rho_j-a_jd_j=0,\qquad p_{j+1}\cdot r_{j+1}=\rho_{j+1}.
\]

So \(r_j\neq0\) forces \(p_j\neq0\), and hence \(d_j>0\). The induction is `key` in the proof, which treats \(p_j=0\) as a separate case.

```lean
/-- For positive definite `A` and a nonzero residual, both the squared residual norm and
the curvature along the search direction are positive. -/
theorem curvature_pos (hA : A.PosDef) {k : ℕ} (hr : (cg A b x₀ k).r ≠ 0) :
    0 < (cg A b x₀ k).r ⬝ᵥ (cg A b x₀ k).r ∧
    0 < (cg A b x₀ k).p ⬝ᵥ A *ᵥ (cg A b x₀ k).p := by
  have pos : ∀ v : Fin n → ℝ, v ≠ 0 → 0 < v ⬝ᵥ A *ᵥ v := fun v hv => by
    simpa using hA.dotProduct_mulVec_pos hv
  -- the direction has the same overlap with the residual as the residual itself
  have key : ∀ m, (cg A b x₀ m).p ⬝ᵥ (cg A b x₀ m).r =
      (cg A b x₀ m).r ⬝ᵥ (cg A b x₀ m).r := by
    intro m
    induction m with
    | zero => rfl
    | succ m ih =>
      have h0 : (cg A b x₀ m).p ⬝ᵥ (cg A b x₀ (m + 1)).r = 0 := by
        rw [(cg_succ A b x₀ m).1, dotProduct_sub, dotProduct_smul, smul_eq_mul, ih]
        by_cases hp : (cg A b x₀ m).p = 0
        · rw [← ih, hp]
          simp
        · have ha : stepLength A (cg A b x₀ m) * _ = _ :=
            div_mul_cancel₀ _ (pos _ hp).ne'
          linarith
      rw [(cg_succ A b x₀ m).2, add_dotProduct, smul_dotProduct, h0]
      simp
  have hne : (cg A b x₀ k).r ⬝ᵥ (cg A b x₀ k).r ≠ 0 :=
    fun h => hr (dotProduct_self_eq_zero.mp h)
  refine ⟨lt_of_le_of_ne (Finset.sum_nonneg fun i _ => mul_self_nonneg _) hne.symm,
    pos _ fun hp => hne ?_⟩
  rw [← key, hp, zero_dotProduct]
```

Symmetry and invertibility alone are not enough. For \(A=\mathrm{diag}(1,-1)\), \(b=(1,1)\) and \(x_0=0\), the first curvature is \(1-1=0\), and \(a_0\) is undefined.

## Nonzero residuals: the force is not yet balanced

The hypothesis `h` says that \(r_i\neq0\) for all \(i<k\), so the run has not reached equilibrium before step \(k\). By hand, it permits division by \(\rho_i\) and makes each \(a_i\) positive.

Suppose \(r_i\cdot r_k=0\) and \(p_i\cdot Ap_k=0\) for \(i<k\). Since \(r_0=p_0\) and \(r_i=p_i-\beta_{i-1}p_{i-1}\) for \(i\ge1\), we have \(r_i\cdot Ap_k=p_i\cdot Ap_k\) for \(i\le k\). Therefore

\[
r_i\cdot r_{k+1}=r_i\cdot r_k-a_k\,p_i\cdot Ap_k=0,
\]

where the case \(i=k\) reads \(\rho_k-a_kd_k=0\). For the directions, symmetry and \(a_iAp_i=r_i-r_{i+1}\) give

\[
a_i\,p_i\cdot Ap_{k+1}=(r_i-r_{i+1})\cdot r_{k+1}+a_i\beta_k\,p_i\cdot Ap_k .
\]

For \(i<k\) every term vanishes. For \(i=k\) the right side is \(-\rho_{k+1}+\beta_k\rho_k=0\). Dividing by \(a_i\) completes the induction, and the Lean proof splits into the same two cases.

```lean
/-- Supporting step: for positive definite `A` and nonzero earlier residuals, the new
residual is orthogonal, and the new direction conjugate, to the earlier ones. -/
private theorem orthogonality (hA : A.PosDef) (k : ℕ)
    (h : ∀ i < k, (cg A b x₀ i).r ≠ 0) :
    (∀ i < k, (cg A b x₀ i).r ⬝ᵥ (cg A b x₀ k).r = 0) ∧
    (∀ i < k, (cg A b x₀ i).p ⬝ᵥ A *ᵥ (cg A b x₀ k).p = 0) := by
  induction k with
  | zero => exact ⟨fun i hi => absurd hi (Nat.not_lt_zero i),
      fun i hi => absurd hi (Nat.not_lt_zero i)⟩
  | succ k ih =>
    obtain ⟨hr, hp⟩ := ih (fun i hi => h i (by omega))
    obtain ⟨hρ, hd⟩ := curvature_pos hA (h k (by omega))
    have ha : stepLength A (cg A b x₀ k) * ((cg A b x₀ k).p ⬝ᵥ A *ᵥ (cg A b x₀ k).p) =
      (cg A b x₀ k).r ⬝ᵥ (cg A b x₀ k).r := div_mul_cancel₀ _ hd.ne'
    have hb : momentum (cg A b x₀ k).r (cg A b x₀ (k + 1)).r *
        ((cg A b x₀ k).r ⬝ᵥ (cg A b x₀ k).r) =
      (cg A b x₀ (k + 1)).r ⬝ᵥ (cg A b x₀ (k + 1)).r := div_mul_cancel₀ _ hρ.ne'
    have hrp : ∀ i ≤ k, (cg A b x₀ i).r ⬝ᵥ A *ᵥ (cg A b x₀ k).p =
        (cg A b x₀ i).p ⬝ᵥ A *ᵥ (cg A b x₀ k).p := by
      intro i hi
      cases i with
      | zero => rfl
      | succ j =>
        rw [(cg_succ A b x₀ j).2, add_dotProduct, smul_dotProduct, hp j (by omega)]
        simp
    have hr' : ∀ i < k + 1, (cg A b x₀ i).r ⬝ᵥ (cg A b x₀ (k + 1)).r = 0 := by
      intro i hi
      rw [(cg_succ A b x₀ k).1, dotProduct_sub, dotProduct_smul, smul_eq_mul,
        hrp i (by omega)]
      rcases (show i < k ∨ i = k by omega) with h1 | h1
      · rw [hr i h1, hp i h1]
        simp
      · rw [h1]
        linarith
    refine ⟨hr', fun i hi => ?_⟩
    obtain ⟨h1, h2⟩ := curvature_pos hA (h i hi)
    have hai : stepLength A (cg A b x₀ i) ≠ 0 := (div_pos h1 h2).ne'
    refine (mul_eq_zero.mp ?_).resolve_left hai
    -- `a_i A p_i`, with `a_i` the step length, is a difference of consecutive residuals
    have e : stepLength A (cg A b x₀ i) *
        ((cg A b x₀ i).p ⬝ᵥ A *ᵥ (cg A b x₀ (k + 1)).r) =
        (cg A b x₀ i).r ⬝ᵥ (cg A b x₀ (k + 1)).r -
        (cg A b x₀ (i + 1)).r ⬝ᵥ (cg A b x₀ (k + 1)).r := by
      rw [(cg_succ A b x₀ i).1, sub_dotProduct, smul_dotProduct, smul_eq_mul,
        (form_symm hA _ _).trans (dotProduct_comm _ _)]
      ring
    rw [(cg_succ A b x₀ k).2, Matrix.mulVec_add, Matrix.mulVec_smul, dotProduct_add,
      dotProduct_smul, smul_eq_mul, mul_add, e, hr' i hi]
    rcases (show i < k ∨ i = k by omega) with h3 | h3
    · rw [hr' (i + 1) (by omega), hp i h3]
      simp
    · rw [h3]
      linear_combination momentum (cg A b x₀ k).r (cg A b x₀ (k + 1)).r * ha + hb
```

The direction recurrence also reads \(R=PU\), where \(U\) has ones on the diagonal and \(-\beta_j\) in entry \((j,j+1)\). It is triangular, so \(\det U=1\). By hand this needs only that the recurrences are defined, not that \(A\) is positive definite. Lean sets a quotient with denominator zero to zero, so its statement has no hypothesis.

```lean
/-- The residuals are obtained from the search directions by a square matrix of
determinant one. -/
theorem residual_factor (A : Matrix (Fin n) (Fin n) ℝ) (b x₀ : Fin n → ℝ) (k : ℕ) :
    ∃ U : Matrix (Fin k) (Fin k) ℝ, U.det = 1 ∧
      residualMatrix A b x₀ k = directionMatrix A b x₀ k * U := by
  -- `U` is unit upper bidiagonal, since `r_(j+1) = p_(j+1) - β_j p_j`
  refine ⟨Matrix.of fun l j => (if l = j then 1 else 0) - (if (l : ℕ) + 1 = j then
    momentum (cg A b x₀ l).r (cg A b x₀ (l + 1)).r else 0), ?_, ?_⟩
  · rw [Matrix.det_of_isUpperTriangular]
    · exact Finset.prod_eq_one fun i _ => by simp
    · intro i j hij
      have h : (j : ℕ) < i := hij
      have h1 : i ≠ j := by
        rintro rfl
        omega
      have h2 : ¬ ((i : ℕ) + 1 = j) := by omega
      simp [h1, h2]
  · ext a j
    simp only [residualMatrix, directionMatrix, Matrix.mul_apply, Matrix.of_apply, mul_sub,
      Finset.sum_sub_distrib, mul_ite, mul_one, mul_zero, Finset.sum_ite_eq',
      Finset.mem_univ, if_true]
    obtain ⟨j, hj⟩ := j
    cases j with
    | zero => simp [cg]
    | succ m =>
      rw [Finset.sum_eq_single (⟨m, by omega⟩ : Fin k)]
      · have e := congrFun (cg_succ A b x₀ m).2 a
        simp only [Pi.add_apply, Pi.smul_apply, smul_eq_mul] at e
        simp only [if_true]
        linear_combination -e
      · intro l _ hl
        refine if_neg fun e => hl (Fin.ext ?_)
        have e' : (l : ℕ) + 1 = m + 1 := e
        show (l : ℕ) = m
        omega
      · intro h0
        exact absurd (Finset.mem_univ _) h0
```

Conjugacy gives \(P^TAP=D=\mathrm{diag}(d_j)\), so

\[
\det(Q^TAQ)=\det(SU^TDUS)=\prod_{j<k}\frac{d_j}{\rho_j}=\prod_{j<k}\frac1{a_j}.
\]

In the proof, `hP` is the diagonal form and the second `e` is the factorisation; the determinants then cancel factor by factor.

```lean
/-- For positive definite `A` and nonzero residuals before step `k`, the first `k` step
lengths multiply to the inverse determinant of `A` projected on the unit residuals. -/
theorem prod_stepLength_mul_det_projected (hA : A.PosDef) (k : ℕ)
    (h : ∀ i < k, (cg A b x₀ i).r ≠ 0) :
    (∏ j ∈ range k, stepLength A (cg A b x₀ j)) *
      ((residualBasis A b x₀ k)ᵀ * A * residualBasis A b x₀ k).det = 1 := by
  obtain ⟨U, hU, hR⟩ := residual_factor A b x₀ k
  -- conjugacy makes `A` diagonal in the search directions
  have hP : (directionMatrix A b x₀ k)ᵀ * A * directionMatrix A b x₀ k =
      diagonal (fun j : Fin k => (cg A b x₀ j).p ⬝ᵥ A *ᵥ (cg A b x₀ j).p) := by
    ext i j
    have e : ((directionMatrix A b x₀ k)ᵀ * A * directionMatrix A b x₀ k) i j =
        (cg A b x₀ i).p ⬝ᵥ A *ᵥ (cg A b x₀ j).p := by
      rw [Matrix.mul_assoc]
      rfl
    rw [e]
    by_cases hij : i = j
    · subst hij
      simp
    · rw [Matrix.diagonal_apply_ne _ hij]
      rcases lt_or_gt_of_ne (fun e => hij (Fin.ext e) : (i : ℕ) ≠ j) with h1 | h1
      · exact (orthogonality hA j fun m hm => h m (hm.trans j.isLt)).2 i h1
      · rw [form_symm hA]
        exact (orthogonality hA i fun m hm => h m (hm.trans i.isLt)).2 j h1
  have e : (residualBasis A b x₀ k)ᵀ * A * residualBasis A b x₀ k =
      (U * diagonal (fun j : Fin k => 1 / √((cg A b x₀ j).r ⬝ᵥ (cg A b x₀ j).r)))ᵀ *
      ((directionMatrix A b x₀ k)ᵀ * A * directionMatrix A b x₀ k) *
      (U * diagonal (fun j : Fin k => 1 / √((cg A b x₀ j).r ⬝ᵥ (cg A b x₀ j).r))) := by
    rw [residualBasis, hR]
    simp only [Matrix.transpose_mul, Matrix.mul_assoc]
  rw [e, hP, det_mul, det_mul, det_transpose, det_mul, hU, det_diagonal, det_diagonal,
    one_mul, Finset.prod_range, ← Finset.prod_mul_distrib, ← Finset.prod_mul_distrib,
    ← Finset.prod_mul_distrib]
  refine Finset.prod_eq_one fun j _ => ?_
  obtain ⟨hρ, hd⟩ := curvature_pos hA (h j j.isLt)
  have ha : stepLength A (cg A b x₀ j) * ((cg A b x₀ j).p ⬝ᵥ A *ᵥ (cg A b x₀ j).p) =
    (cg A b x₀ j).r ⬝ᵥ (cg A b x₀ j).r := div_mul_cancel₀ _ hd.ne'
  calc _ = (stepLength A (cg A b x₀ j) * ((cg A b x₀ j).p ⬝ᵥ A *ᵥ (cg A b x₀ j).p)) /
        (√((cg A b x₀ j).r ⬝ᵥ (cg A b x₀ j).r) *
          √((cg A b x₀ j).r ⬝ᵥ (cg A b x₀ j).r)) := by ring
    _ = 1 := by rw [ha, Real.mul_self_sqrt hρ.le, div_self hρ.ne']
```

Requiring only \(r_0\neq0\) is too weak for the full determinant. With \(A=\mathrm{diag}(1,2)\), \(b=(1,0)\) and \(x_0=0\), the first step has \(a_0=1\) and reaches the solution. Then \(r_1=0\), and the run never sees the stiffness 2.

## As many steps as dimensions

Taking \(k=n\) means that the residuals explore the whole space. Now \(Q\) is square and \(Q^TQ=I\), so \((\det Q)^2=1\) and \(\det(Q^TAQ)=\det A\). Hence

\[
\prod_{j=0}^{n-1}a_j=\frac1{\det A}.
\]

Lean obtains the squared determinant in `hq` from the orthogonality of the residuals. Both \(b\) and \(x_0\) are arbitrary, provided that their run satisfies `h`. If \(A\) has a repeated eigenvalue, as the symmetry of a crystal often forces, no choice does: the nonzero residuals are orthogonal and lie in a space whose dimension is at most the number of distinct eigenvalues. With fewer steps, the product gives only the inverse determinant of \(A\) projected on the residuals reached.

```lean
/-- For positive definite `A` of size `n` and nonzero residuals `r_0, ..., r_(n-1)`, the
product of the `n` step lengths is `1 / det A`, whatever `b` and `x₀`. -/
theorem prod_stepLength_eq_inv_det (hA : A.PosDef)
    (h : ∀ i < n, (cg A b x₀ i).r ≠ 0) :
    ∏ j ∈ range n, stepLength A (cg A b x₀ j) = 1 / A.det := by
  have hRR : (residualMatrix A b x₀ n)ᵀ * residualMatrix A b x₀ n =
      diagonal (fun j : Fin n => (cg A b x₀ j).r ⬝ᵥ (cg A b x₀ j).r) := by
    ext i j
    change (cg A b x₀ i).r ⬝ᵥ (cg A b x₀ j).r = _
    by_cases hij : i = j
    · subst hij
      simp
    · rw [Matrix.diagonal_apply_ne _ hij]
      rcases lt_or_gt_of_ne (fun e => hij (Fin.ext e) : (i : ℕ) ≠ j) with h1 | h1
      · exact (orthogonality hA j fun m hm => h m (hm.trans j.isLt)).1 i h1
      · rw [dotProduct_comm]
        exact (orthogonality hA i fun m hm => h m (hm.trans i.isLt)).1 j h1
  -- a full set of unit residuals has determinant of square one
  have hq : (residualBasis A b x₀ n)ᵀ.det * (residualBasis A b x₀ n).det = 1 := by
    have hR := congrArg Matrix.det hRR
    rw [det_mul, det_transpose, det_diagonal] at hR
    rw [det_transpose, residualBasis, det_mul, det_diagonal, mul_mul_mul_comm, hR,
      ← Finset.prod_mul_distrib, ← Finset.prod_mul_distrib]
    refine Finset.prod_eq_one fun j _ => ?_
    have hρ := (curvature_pos hA (h j j.isLt)).1
    rw [div_mul_div_comm, Real.mul_self_sqrt hρ.le, one_mul, mul_one_div, div_self hρ.ne']
  have hT := prod_stepLength_mul_det_projected hA n h
  rw [det_mul, det_mul] at hT
  rw [eq_div_iff hA.det_pos.ne']
  linear_combination hT - (∏ j ∈ range n, stepLength A (cg A b x₀ j)) * A.det * hq
```

Since every \(a_j\) is positive, taking logarithms gives \(\log\det A=-\sum_{j<n}\log a_j\).

```lean
/-- For positive definite `A` of size `n` and nonzero residuals `r_0, ..., r_(n-1)`, the
log-determinant of `A` is minus the sum of the logarithms of the step lengths. -/
theorem log_det_eq (hA : A.PosDef) (h : ∀ i < n, (cg A b x₀ i).r ≠ 0) :
    Real.log A.det = -∑ j ∈ range n, Real.log (stepLength A (cg A b x₀ j)) := by
  rw [← Real.log_prod]
  · rw [prod_stepLength_eq_inv_det hA h, one_div, Real.log_inv, neg_neg]
  · intro j hj
    obtain ⟨h1, h2⟩ := curvature_pos hA (h j (Finset.mem_range.mp hj))
    exact (div_pos h1 h2).ne'
```

These are statements about real numbers. In floating point the residuals gradually lose orthogonality, and applying the formula to a computed run needs a separate error estimate.

## Two forces on the same 2 × 2 system

Take \(A=\mathrm{diag}(1,2)\), \(x_0=0\) and \(b=(1,1)\). Then \(\rho_0=2\) and \(d_0=3\), so \(a_0=2/3\). Next,

\[
r_1=\left(\tfrac13,-\tfrac13\right),\quad \beta_0=\tfrac19,\quad p_1=\left(\tfrac49,-\tfrac29\right),\quad a_1=\frac{2/9}{8/27}=\frac34 .
\]

The force \((2,1)\) gives \(5/6\) and \(3/5\) instead. Both products are \(1/2=1/\det A\). Lean checks the four step lengths by evaluating the recurrences.

```lean
/-- For `A = diag(1, 2)` and start `0`, the right-hand side `(1, 1)` gives step lengths
`2/3, 3/4`, while `(2, 1)` gives `5/6, 3/5`. -/
theorem stepLength_witness :
    (stepLength !![1, 0; 0, 2] (cg !![1, 0; 0, 2] ![1, 1] 0 0) = 2 / 3 ∧
     stepLength !![1, 0; 0, 2] (cg !![1, 0; 0, 2] ![1, 1] 0 1) = 3 / 4) ∧
    (stepLength !![1, 0; 0, 2] (cg !![1, 0; 0, 2] ![2, 1] 0 0) = 5 / 6 ∧
     stepLength !![1, 0; 0, 2] (cg !![1, 0; 0, 2] ![2, 1] 0 1) = 3 / 5) := by
  have hm : ∀ v : Fin 2 → ℝ, !![1, 0; 0, 2] *ᵥ v = ![v 0, 2 * v 1] := by
    intro v
    ext i
    fin_cases i <;> simp [Matrix.mulVec, dotProduct, Fin.sum_univ_two]
  refine ⟨⟨?_, ?_⟩, ?_, ?_⟩ <;>
    simp only [stepLength, cg, cgStep, momentum, hm, dotProduct, Fin.sum_univ_two,
      Pi.add_apply, Pi.sub_apply, Pi.smul_apply, Pi.zero_apply, smul_eq_mul,
      Matrix.cons_val_zero, Matrix.cons_val_one] <;>
    norm_num

end

end ConjugateGradientDeterminant
```

```lean
#print axioms ConjugateGradientDeterminant.residual_eq
#print axioms ConjugateGradientDeterminant.prod_stepLength_eq_inv_det
#print axioms ConjugateGradientDeterminant.log_det_eq
```

```
'ConjugateGradientDeterminant.residual_eq' depends on axioms: [propext, Classical.choice, Quot.sound]
'ConjugateGradientDeterminant.prod_stepLength_eq_inv_det' depends on axioms: [propext, Classical.choice, Quot.sound]
'ConjugateGradientDeterminant.log_det_eq' depends on axioms: [propext, Classical.choice, Quot.sound]
```
